# Two torsions with energy $a\cos p+b\cos q+c\cos p\cos q$ and $0<a,b<c$: eight stationary points per period

A minimum is identified here by its Hessian, not by comparing energies nearby: it is a stationary point with positive definite Hessian. Maxima have a negative definite Hessian, saddles a negative Hessian determinant. That these tests imply the usual local behaviour is standard calculus and is not proved below.

```lean
import Mathlib

open Matrix
open Real (cos sin arccos)
open scoped Real

namespace CoupledTorsions

noncomputable section
```

The energy of two torsion angles $p,q$ is
$$V(p,q)=a\cos p+b\cos q+c\cos p\cos q .$$
Here $a,b$ are the single-torsion amplitudes and $c$ is the coupling. The condition $0<a,b<c$ describes dominant coupling: turning one angle can reverse the other's preferred orientation.

```lean
/-- Energy of two coupled torsion angles `p` and `q`. -/
def energy (a b c p q : ℝ) : ℝ := a * cos p + b * cos q + c * cos p * cos q
```

`gradP`, `gradQ` and `hessian` are true derivatives of $V$, written $V_p$, $V_q$ and $H$.

```lean
/-- Partial derivative of the energy with respect to the first angle. -/
def gradP (a b c p q : ℝ) : ℝ := deriv (fun x => energy a b c x q) p

/-- Partial derivative of the energy with respect to the second angle. -/
def gradQ (a b c p q : ℝ) : ℝ := deriv (fun y => energy a b c p y) q

/-- Matrix of second partial derivatives of the energy. -/
def hessian (a b c p q : ℝ) : Matrix (Fin 2) (Fin 2) ℝ :=
  !![deriv (fun x => gradP a b c x q) p, deriv (fun y => gradP a b c p y) q;
     deriv (fun x => gradQ a b c x q) p, deriv (fun y => gradQ a b c p y) q]
```

Both angles lie in $[0,2\pi)$, so each conformation is counted once.

```lean
/-- Pairs of angles in one period at which both gradient components vanish. -/
def stationary (a b c : ℝ) : Set (ℝ × ℝ) :=
  {x | x.1 ∈ Set.Ico 0 (2 * π) ∧ x.2 ∈ Set.Ico 0 (2 * π) ∧
    gradP a b c x.1 x.2 = 0 ∧ gradQ a b c x.1 x.2 = 0}

/-- Stationary points with positive definite Hessian. -/
def minima (a b c : ℝ) : Set (ℝ × ℝ) :=
  {x | x ∈ stationary a b c ∧ (hessian a b c x.1 x.2).PosDef}

/-- Stationary points with negative definite Hessian. -/
def maxima (a b c : ℝ) : Set (ℝ × ℝ) :=
  {x | x ∈ stationary a b c ∧ (-hessian a b c x.1 x.2).PosDef}

/-- Stationary points with negative Hessian determinant. -/
def saddles (a b c : ℝ) : Set (ℝ × ℝ) :=
  {x | x ∈ stationary a b c ∧ (hessian a b c x.1 x.2).det < 0}
```

The last definition names an angle, written $\alpha_b$ for `saddleAngle b c` and $\alpha_a$ for `saddleAngle a c`.

```lean
/-- The angle `arccos (-b / c)`, used for `0 < b < c`. -/
def saddleAngle (b c : ℝ) : ℝ := arccos (-b / c)
```

## (a) The gradient

Show that
$$V_p=-(a+c\cos q)\sin p,\qquad V_q=-(b+c\cos p)\sin q.$$

At fixed $q$, $V=(a+c\cos q)\cos p+b\cos q$; differentiate in $p$. For $V_q$, use $V=(b+c\cos p)\cos q+a\cos p$. In Lean, `h1` and `h2` regroup and `kc` differentiates.

```lean
/-- Both components of the energy gradient in closed form. -/
theorem gradient_eq (a b c p q : ℝ) :
    gradP a b c p q = -(a + c * cos q) * sin p ∧
    gradQ a b c p q = -(b + c * cos p) * sin q := by
  have kc : ∀ A B t : ℝ, deriv (fun x => A * cos x + B) t = -A * sin t := by
    intro A B t
    have h : HasDerivAt (fun x => A * cos x + B) (A * -sin t) t :=
      ((Real.hasDerivAt_cos t).const_mul A).add_const B
    rw [h.deriv]; ring
  -- in each angle separately the energy is affine in the cosine
  have h1 : (fun x => energy a b c x q) = fun x => (a + c * cos q) * cos x + b * cos q := by
    funext x; unfold energy; ring
  have h2 : (fun y => energy a b c p y) = fun y => (b + c * cos p) * cos y + a * cos p := by
    funext y; unfold energy; ring
  exact ⟨by rw [gradP, h1, kc], by rw [gradQ, h2, kc]⟩
```

## (b) The Hessian

Show that
$$H=\begin{pmatrix}-\cos p\,(a+c\cos q)&c\sin p\sin q\\ c\sin p\sin q&-\cos q\,(b+c\cos p)\end{pmatrix}.$$

Differentiating $V_p$ in $p$ turns $\sin p$ into $\cos p$; differentiating it in $q$ turns $-c\cos q$ into $c\sin q$. $V_q$ behaves likewise. The entries are `d1` to `d4`.

```lean
/-- The Hessian of the energy in closed form. -/
theorem hessian_eq (a b c p q : ℝ) :
    hessian a b c p q = !![-cos p * (a + c * cos q), c * sin p * sin q;
      c * sin p * sin q, -cos q * (b + c * cos p)] := by
  have kc : ∀ A B t : ℝ, deriv (fun x => A * cos x + B) t = -A * sin t := by
    intro A B t
    have h : HasDerivAt (fun x => A * cos x + B) (A * -sin t) t :=
      ((Real.hasDerivAt_cos t).const_mul A).add_const B
    rw [h.deriv]; ring
  have ks : ∀ A t : ℝ, deriv (fun x => A * sin x) t = A * cos t := by
    intro A t
    have h : HasDerivAt (fun x => A * sin x) (A * cos t) t :=
      (Real.hasDerivAt_sin t).const_mul A
    exact h.deriv
  have h1 : (fun x => gradP a b c x q) = fun x => -(a + c * cos q) * sin x := by
    funext x; exact (gradient_eq a b c x q).1
  have h2 : (fun y => gradP a b c p y) = fun y => -(c * sin p) * cos y + -(a * sin p) := by
    funext y; rw [(gradient_eq a b c p y).1]; ring
  have h3 : (fun x => gradQ a b c x q) = fun x => -(c * sin q) * cos x + -(b * sin q) := by
    funext x; rw [(gradient_eq a b c x q).2]; ring
  have h4 : (fun y => gradQ a b c p y) = fun y => -(b + c * cos p) * sin y := by
    funext y; exact (gradient_eq a b c p y).2
  have d1 : deriv (fun x => gradP a b c x q) p = -cos p * (a + c * cos q) := by
    rw [h1, ks]; ring
  have d2 : deriv (fun y => gradP a b c p y) q = c * sin p * sin q := by
    rw [h2, kc]; ring
  have d3 : deriv (fun x => gradQ a b c x q) p = c * sin p * sin q := by
    rw [h3, kc]; ring
  have d4 : deriv (fun y => gradQ a b c p y) q = -cos q * (b + c * cos p) := by
    rw [h4, ks]; ring
  rw [hessian, d1, d2, d3, d4]
```

## (c) Definiteness of a 2×2 matrix

For $M=\begin{pmatrix}s&r\\r&t\end{pmatrix}$, show that $M$ is positive definite exactly when $s>0$ and $st-r^2>0$, and negative definite exactly when $s<0$ and $st-r^2>0$.

Let $Q=sx_0^2+2rx_0x_1+tx_1^2$. If $M$ is positive definite, the vector $(1,0)$ gives $s>0$, and $(-r,s)$ gives $s(st-r^2)>0$. Conversely,
$$sQ=(sx_0+rx_1)^2+(st-r^2)x_1^2,$$
which is positive if $x_1\neq0$; if $x_1=0$, then $Q=sx_0^2>0$. For the negative case apply this to $-M$, which has the same determinant.

```lean
/-- A real symmetric 2×2 matrix is positive (negative) definite exactly when its first
entry is positive (negative) and its determinant is positive. -/
theorem definite_iff (s r t : ℝ) :
    ((!![s, r; r, t] : Matrix (Fin 2) (Fin 2) ℝ).PosDef ↔ 0 < s ∧ 0 < s * t - r ^ 2) ∧
    ((-!![s, r; r, t] : Matrix (Fin 2) (Fin 2) ℝ).PosDef ↔ s < 0 ∧ 0 < s * t - r ^ 2) := by
  have key : ∀ s r t : ℝ, (!![s, r; r, t] : Matrix (Fin 2) (Fin 2) ℝ).PosDef ↔
      0 < s ∧ 0 < s * t - r ^ 2 := by
    intro s r t
    have hQ : ∀ x : Fin 2 → ℝ, star x ⬝ᵥ (!![s, r; r, t] *ᵥ x) =
        s * x 0 ^ 2 + 2 * r * x 0 * x 1 + t * x 1 ^ 2 := by
      intro x
      simp [Matrix.mulVec, dotProduct, Fin.sum_univ_two]
      ring
    rw [Matrix.posDef_iff_dotProduct_mulVec]
    constructor
    · rintro ⟨-, h⟩
      have h' : ∀ x : Fin 2 → ℝ, x ≠ 0 →
          0 < s * x 0 ^ 2 + 2 * r * x 0 * x 1 + t * x 1 ^ 2 := by
        intro x hx
        rw [← hQ x]
        exact h hx
      have h1 : 0 < s * 1 ^ 2 + 2 * r * 1 * 0 + t * 0 ^ 2 :=
        h' ![1, 0] (fun e => one_ne_zero (congrFun e 0))
      have hs : 0 < s := by linarith
      have h2 : 0 < s * (-r) ^ 2 + 2 * r * (-r) * s + t * s ^ 2 :=
        h' ![-r, s] (fun e => hs.ne' (congrFun e 1))
      have h3 : 0 < s * (s * t - r ^ 2) := by linarith
      exact ⟨hs, (mul_pos_iff_of_pos_left hs).1 h3⟩
    · rintro ⟨hs, hd⟩
      refine ⟨by unfold Matrix.IsHermitian; ext i j; fin_cases i <;> fin_cases j <;> simp, ?_⟩
      intro x hx
      rw [hQ x]
      by_cases h1 : x 1 = 0
      · have h0 : x 0 ≠ 0 := fun h0 => hx (by ext i; fin_cases i <;> simp [h0, h1])
        have h2 : 0 < s * x 0 ^ 2 := by positivity
        rw [h1]; linarith
      · -- complete the square
        have hy : 0 < (s * t - r ^ 2) * x 1 ^ 2 := mul_pos hd (by positivity)
        have h2 : 0 < s * (s * x 0 ^ 2 + 2 * r * x 0 * x 1 + t * x 1 ^ 2) := by
          nlinarith [sq_nonneg (s * x 0 + r * x 1)]
        exact (mul_pos_iff_of_pos_left hs).1 h2
  refine ⟨key s r t, ?_⟩
  have hn : (-!![s, r; r, t] : Matrix (Fin 2) (Fin 2) ℝ) = !![-s, -r; -r, -t] := by
    ext i j; fin_cases i <;> fin_cases j <;> simp
  rw [hn, key]
  constructor <;> rintro ⟨h1, h2⟩ <;> constructor <;> linarith
```

## (d) Zeros of the sine

Show that, for $p\in[0,2\pi)$, $\sin p=0$ exactly when $p=0$ or $p=\pi$.

The sine is positive on $(0,\pi)$, and $\sin p=-\sin(p-\pi)<0$ on $(\pi,2\pi)$.

```lean
/-- Within one period the sine vanishes exactly at `0` and `π`. -/
theorem sin_zero_iff (p : ℝ) :
    (p ∈ Set.Ico 0 (2 * π) ∧ sin p = 0) ↔ p = 0 ∨ p = π := by
  have hpi := Real.pi_pos
  constructor
  · rintro ⟨⟨h0, h2⟩, h⟩
    by_contra hne
    rw [not_or] at hne
    have h0' : 0 < p := lt_of_le_of_ne h0 (Ne.symm hne.1)
    rcases lt_or_gt_of_ne hne.2 with hp | hp
    · linarith [Real.sin_pos_of_pos_of_lt_pi h0' hp]
    · have h3 := Real.sin_pos_of_pos_of_lt_pi (x := p - π) (by linarith) (by linarith)
      rw [Real.sin_sub_pi] at h3
      linarith
  · rintro (h | h)
    · rw [h]; exact ⟨⟨le_refl _, by linarith⟩, Real.sin_zero⟩
    · rw [h]; exact ⟨⟨hpi.le, by linarith⟩, Real.sin_pi⟩
```

## (e) A vanishing bracket

For $0<b<c$ and $b+c\cos p=0$, show that $\sin p\neq0$.

Otherwise $\cos^2p=1$, so $b^2=c^2\cos^2p=c^2$, contradicting $0<b<c$.

```lean
/-- For `0 < b < c`, an angle with `b + c cos p = 0` has nonzero sine. -/
theorem sin_ne_zero {b c p : ℝ} (hb : 0 < b) (hbc : b < c) (h : b + c * cos p = 0) :
    sin p ≠ 0 := by
  intro hs
  have h1 := Real.sin_sq_add_cos_sq p
  rw [hs] at h1
  have h2 : b ^ 2 = c ^ 2 := by linear_combination (b - c * cos p) * h + c ^ 2 * h1
  nlinarith
```

## (f) Roots of the bracket

For $0<b<c$, show that the solutions of $b+c\cos p=0$ in $[0,2\pi)$ are
$$p=\alpha_b\quad\text{and}\quad p=2\pi-\alpha_b,\qquad \alpha_b=\arccos(-b/c).$$

Since $-1<-b/c<1$, the arccosine gives the only root in $[0,\pi]$. If $p\geq\pi$, then $2\pi-p$ lies in $[0,\pi]$ and has the same cosine. Both angles lie in the period and solve the equation.

```lean
/-- For `0 < b < c`, the equation `b + c cos p = 0` is solved within one period exactly by
the saddle angle and its mirror image. -/
theorem cos_root_iff {b c : ℝ} (hb : 0 < b) (hbc : b < c) (p : ℝ) :
    (p ∈ Set.Ico 0 (2 * π) ∧ b + c * cos p = 0) ↔
      p = saddleAngle b c ∨ p = 2 * π - saddleAngle b c := by
  have hc : 0 < c := hb.trans hbc
  have hpi := Real.pi_pos
  have e : b + c * cos p = 0 ↔ cos p = -b / c := by
    rw [eq_div_iff hc.ne']
    constructor <;> intro h <;> linarith
  have l1 : -1 ≤ -b / c := by rw [le_div_iff₀ hc]; linarith
  have l2 : -b / c < 1 := by rw [div_lt_iff₀ hc]; linarith
  have u := Real.arccos_le_pi (-b / c)
  rw [e]
  unfold saddleAngle
  constructor
  · rintro ⟨⟨h0, h2⟩, h⟩
    rw [← h]
    rcases le_total p π with hp | hp
    · exact Or.inl (Real.arccos_cos h0 hp).symm
    · right
      have h3 := Real.arccos_cos (x := 2 * π - p) (by linarith) (by linarith)
      rw [Real.cos_two_pi_sub] at h3
      linarith
  · rintro (h | h)
    · rw [h]
      exact ⟨⟨Real.arccos_nonneg _, by linarith⟩, Real.cos_arccos l1 l2.le⟩
    · rw [h]
      exact ⟨⟨by linarith, by linarith [Real.arccos_pos.2 l2]⟩,
        by rw [Real.cos_two_pi_sub, Real.cos_arccos l1 l2.le]⟩
```

## (g) Two classes of stationary points

Show that $(p,q)$ in the period square is stationary exactly when
$$\sin p=\sin q=0\quad\text{or}\quad b+c\cos p=a+c\cos q=0.$$

Each gradient component is a product, which leaves four cases. The mixed ones need $a+c\cos q=0=\sin q$ or $b+c\cos p=0=\sin p$, both excluded by (e). The converse is substitution. The two `rcases` on `mul_eq_zero` produce the four cases.

```lean
variable {a b c : ℝ}

/-- For `0 < a < c` and `0 < b < c`, at a stationary point either both sines vanish, or both `b + c
cos p` and `a + c cos q` vanish; conversely all such points in one period are stationary. -/
theorem mem_stationary_iff (ha : 0 < a) (hac : a < c) (hb : 0 < b) (hbc : b < c) (p q : ℝ) :
    (p, q) ∈ stationary a b c ↔
      ((p ∈ Set.Ico 0 (2 * π) ∧ sin p = 0) ∧ (q ∈ Set.Ico 0 (2 * π) ∧ sin q = 0)) ∨
      ((p ∈ Set.Ico 0 (2 * π) ∧ b + c * cos p = 0) ∧
        (q ∈ Set.Ico 0 (2 * π) ∧ a + c * cos q = 0)) := by
  change (p ∈ Set.Ico 0 (2 * π) ∧ q ∈ Set.Ico 0 (2 * π) ∧
    gradP a b c p q = 0 ∧ gradQ a b c p q = 0) ↔ _
  rw [(gradient_eq a b c p q).1, (gradient_eq a b c p q).2]
  constructor
  · rintro ⟨hp, hq, h1, h2⟩
    rcases mul_eq_zero.1 h1 with h1 | h1 <;> rcases mul_eq_zero.1 h2 with h2 | h2
    · exact Or.inr ⟨⟨hp, neg_eq_zero.1 h2⟩, hq, neg_eq_zero.1 h1⟩
    · exact absurd h2 (sin_ne_zero ha hac (neg_eq_zero.1 h1))
    · exact absurd h1 (sin_ne_zero hb hbc (neg_eq_zero.1 h2))
    · exact Or.inl ⟨⟨hp, h1⟩, hq, h2⟩
  · rintro (⟨⟨hp, h1⟩, hq, h2⟩ | ⟨⟨hp, h1⟩, hq, h2⟩)
    · exact ⟨hp, hq, by rw [h1, mul_zero], by rw [h2, mul_zero]⟩
    · exact ⟨hp, hq, by rw [h2, neg_zero, zero_mul], by rw [h1, neg_zero, zero_mul]⟩
```

## (h) Minima and maxima

Show that the minima are $\{(0,\pi),(\pi,0)\}$ and the maxima $\{(0,0),(\pi,\pi)\}$.

When both sines vanish, $H$ is diagonal:

| point | diagonal of $H$ |
|---|---|
| $(0,\pi)$ | $c-a,\ c+b$ |
| $(\pi,0)$ | $c+a,\ c-b$ |
| $(0,0)$ | $-(c+a),\ -(c+b)$ |
| $(\pi,\pi)$ | $-(c-a),\ -(c-b)$ |

In the other class the diagonal is zero, so (c) excludes definiteness. The products `h1` to `h4` are the four determinants.

```lean
/-- For `0 < a < c` and `0 < b < c`, the minima in one period are `(0, π)` and `(π, 0)`; the maxima
are `(0, 0)` and `(π, π)`. -/
theorem extrema_eq (ha : 0 < a) (hac : a < c) (hb : 0 < b) (hbc : b < c) :
    minima a b c = {(0, π), (π, 0)} ∧ maxima a b c = {(0, 0), (π, π)} := by
  have h1 : 0 < (c + a) * (c + b) := mul_pos (by linarith) (by linarith)
  have h2 : 0 < (c - a) * (c + b) := mul_pos (by linarith) (by linarith)
  have h3 : 0 < (c + a) * (c - b) := mul_pos (by linarith) (by linarith)
  have h4 : 0 < (c - a) * (c - b) := mul_pos (by linarith) (by linarith)
  constructor
  all_goals
    ext ⟨p, q⟩
    constructor
    · rintro ⟨hS, hH⟩
      dsimp only at hH
      rw [hessian_eq] at hH
      simp only [(definite_iff _ _ _).1, (definite_iff _ _ _).2] at hH
      rcases (mem_stationary_iff ha hac hb hbc p q).1 hS with ⟨hp, hq⟩ | ⟨_, _, hq⟩
      · rcases (sin_zero_iff p).1 hp with rfl | rfl <;>
          rcases (sin_zero_iff q).1 hq with rfl | rfl <;>
          simp only [Real.cos_zero, Real.cos_pi] at hH <;>
          first
            | (exfalso; linarith [hH.1])
            | simp
      · -- the diagonal of the Hessian vanishes here
        have h5 := hH.1
        rw [hq, mul_zero] at h5
        exact absurd h5 (lt_irrefl _)
    · intro h
      simp only [Set.mem_insert_iff, Set.mem_singleton_iff, Prod.mk.injEq] at h
      rcases h with ⟨rfl, rfl⟩ | ⟨rfl, rfl⟩ <;>
        refine ⟨(mem_stationary_iff ha hac hb hbc _ _).2
          (Or.inl ⟨(sin_zero_iff _).2 (by simp), (sin_zero_iff _).2 (by simp)⟩), ?_⟩ <;>
        dsimp only <;>
        rw [hessian_eq] <;>
        simp only [(definite_iff _ _ _).1, (definite_iff _ _ _).2, Real.cos_zero,
          Real.cos_pi, Real.sin_zero, Real.sin_pi] <;>
        constructor <;> linarith
```

## (i) Saddles

Show that the saddles form the set
$$\{\alpha_b,\,2\pi-\alpha_b\}\times\{\alpha_a,\,2\pi-\alpha_a\}.$$

The determinants in (h) are positive, so no saddle lies there. In the second class $\det H=-(c\sin p\sin q)^2<0$ by (e), and (f) lists the angles.

```lean
/-- For `0 < a < c` and `0 < b < c`, the saddles in one period are the pairs whose first angle is
`saddleAngle b c` or `2 * π - saddleAngle b c` and whose second angle is `saddleAngle a c` or `2 * π
- saddleAngle a c`. -/
theorem saddles_eq (ha : 0 < a) (hac : a < c) (hb : 0 < b) (hbc : b < c) :
    saddles a b c = ({saddleAngle b c, 2 * π - saddleAngle b c} : Set ℝ) ×ˢ
      ({saddleAngle a c, 2 * π - saddleAngle a c} : Set ℝ) := by
  have h1 : 0 < (c + a) * (c + b) := mul_pos (by linarith) (by linarith)
  have h2 : 0 < (c - a) * (c + b) := mul_pos (by linarith) (by linarith)
  have h3 : 0 < (c + a) * (c - b) := mul_pos (by linarith) (by linarith)
  have h4 : 0 < (c - a) * (c - b) := mul_pos (by linarith) (by linarith)
  ext ⟨p, q⟩
  constructor
  · rintro ⟨hS, hH⟩
    dsimp only at hH
    rw [hessian_eq, Matrix.det_fin_two_of] at hH
    rcases (mem_stationary_iff ha hac hb hbc p q).1 hS with ⟨hp, hq⟩ | ⟨hp, hq⟩
    · exfalso
      rcases (sin_zero_iff p).1 hp with rfl | rfl <;>
        rcases (sin_zero_iff q).1 hq with rfl | rfl <;>
        simp only [Real.cos_zero, Real.cos_pi, Real.sin_zero, Real.sin_pi] at hH <;>
        linarith
    · exact ⟨(cos_root_iff hb hbc p).1 hp, (cos_root_iff ha hac q).1 hq⟩
  · rintro ⟨hp, hq⟩
    have hp' := (cos_root_iff hb hbc p).2 hp
    have hq' := (cos_root_iff ha hac q).2 hq
    refine ⟨(mem_stationary_iff ha hac hb hbc p q).2 (Or.inr ⟨hp', hq'⟩), ?_⟩
    dsimp only
    rw [hessian_eq, Matrix.det_fin_two_of, hp'.2, hq'.2]
    have hr : c * sin p * sin q ≠ 0 :=
      mul_ne_zero (mul_ne_zero (hb.trans hbc).ne' (sin_ne_zero hb hbc hp'.2))
        (sin_ne_zero ha hac hq'.2)
    have h5 := mul_self_pos.2 hr
    linarith
```

## (j) The count

Show that there are eight stationary points, with two minima, two maxima and four saddles, and
$$n_{\min}-n_{\mathrm{sad}}+n_{\max}=0.$$

If $\alpha_b=2\pi-\alpha_b$, then $\alpha_b=\pi$ and $b=c$, which is excluded; the same holds for $\alpha_a$. Hence (i) gives $2\cdot2=4$ saddles. By (g), with (d) and (f), every stationary point is one of the four points in (h) or one of these saddles. The points in (h) have $\sin p=0$ and the saddles do not, so the total is $4+4=8$, and $2-4+2=0$.

Lean counts with `ncard`, a natural number. Without the cast to `ℤ`, the subtraction $2-4$ would be cut off at $0$ and the alternating sum would come out as $2$.

For this two-angle cosine model with dominant coupling, the count gives a search for all stationary points a known target: a list with fewer than eight distinct points in one period is incomplete.

```lean
/-- For `0 < a < c` and `0 < b < c` the energy has exactly eight stationary points in one
period: two minima, two maxima and four saddles, with minima − saddles + maxima = 0. -/
theorem stationary_count (ha : 0 < a) (hac : a < c) (hb : 0 < b) (hbc : b < c) :
    (stationary a b c).ncard = 8 ∧ (minima a b c).ncard = 2 ∧
    (maxima a b c).ncard = 2 ∧ (saddles a b c).ncard = 4 ∧
    ((minima a b c).ncard : ℤ) - (saddles a b c).ncard + (maxima a b c).ncard = 0 := by
  have hpi : (0 : ℝ) ≠ π := Real.pi_pos.ne
  have hpair : ∀ d : ℝ, 0 < d → d < c →
      ({saddleAngle d c, 2 * π - saddleAngle d c} : Set ℝ).ncard = 2 := by
    intro d hd hdc
    apply Set.ncard_pair
    intro h
    have h1 := ((cos_root_iff hd hdc (saddleAngle d c)).2 (Or.inl rfl)).2
    have h2 : saddleAngle d c = π := by linarith
    rw [h2, Real.cos_pi] at h1
    linarith
  have hmin : (minima a b c).ncard = 2 := by
    rw [(extrema_eq ha hac hb hbc).1]
    exact Set.ncard_pair (fun h => hpi (congrArg Prod.fst h))
  have hmax : (maxima a b c).ncard = 2 := by
    rw [(extrema_eq ha hac hb hbc).2]
    exact Set.ncard_pair (fun h => hpi (congrArg Prod.fst h))
  have hsad : (saddles a b c).ncard = 4 := by
    rw [saddles_eq ha hac hb hbc, Set.ncard_prod, hpair b hb hbc, hpair a ha hac]
  -- the stationary points split into the symmetric points and the saddles
  have hS : stationary a b c = (({0, π} : Set ℝ) ×ˢ ({0, π} : Set ℝ)) ∪ saddles a b c := by
    rw [saddles_eq ha hac hb hbc]
    ext ⟨p, q⟩
    rw [mem_stationary_iff ha hac hb hbc, sin_zero_iff p, sin_zero_iff q,
      cos_root_iff hb hbc p, cos_root_iff ha hac q]
    rfl
  have hdis : Disjoint (({0, π} : Set ℝ) ×ˢ ({0, π} : Set ℝ)) (saddles a b c) := by
    rw [saddles_eq ha hac hb hbc, Set.disjoint_left]
    rintro ⟨p, q⟩ ⟨hp, _⟩ ⟨hs, _⟩
    exact sin_ne_zero hb hbc ((cos_root_iff hb hbc p).2 hs).2 ((sin_zero_iff p).2 hp).2
  have hfin : (saddles a b c).Finite := Set.finite_of_ncard_ne_zero (by rw [hsad]; norm_num)
  have hall : (stationary a b c).ncard = 8 := by
    rw [hS, Set.ncard_union_eq hdis (Set.toFinite _) hfin, Set.ncard_prod,
      Set.ncard_pair hpi, hsad]
  refine ⟨hall, hmin, hmax, hsad, ?_⟩
  rw [hmin, hmax, hsad]
  norm_num

end

end CoupledTorsions
```

```lean
#print axioms CoupledTorsions.stationary_count
```

```
'CoupledTorsions.stationary_count' depends on axioms: [propext, Classical.choice, Quot.sound]
```
